# The intersite sum \(\sum V_{ab}|N_{ab}|^2\) is invariant under all orbital rotations of the two sites exactly when all \(V_{ab}\) are equal

Suppose that two calculations describe the same electronic state and use the same table of orbital-selective intersite parameters, but one has its local orbital axes turned relative to the other. Their intersite energies can then differ, although nothing physical has changed. For the orbitals \(p_x\) and \(p_y\) on each site, with weight \(v\) between orbitals of the same label and zero otherwise, turning both sets of axes by \(45^\circ\) about \(z\) can halve the intersite sum.

Let \(a\) label the orbitals of the first site and \(b\) those of the second. The complex matrix \(N\) is the occupation block between the sites, and the real number \(V_{ab}\) stands for the effective interaction between an electron in orbital \(a\) and one in orbital \(b\). The quantity of interest is

\[
S_V(N)=\sum_{a,b}V_{ab}\,|N_{ab}|^2 .
\]

When all \(V_{ab}\) equal one number \(V\), this is, up to a prefactor, the intersite term of the usual DFT+U+V functional for one pair of sites and one spin channel. Here \(V\) is allowed to depend on the orbitals. A unitary change of orbitals, \(A\) on the first site and \(B\) on the second, turns \(N\) into \(ANB^\dagger\), while the numbers \(V_{ab}\) stay attached to their labels. The claim is that \(S_V(ANB^\dagger)=S_V(N)\) for all \(N\), \(A\) and \(B\) if and only if all \(V_{ab}\) are equal.

## Column weights and exchanged orbitals

**Rotating the first site.** If \(V_{ab}=v_b\) does not depend on \(a\), then

\[
S_V(N)=\sum_b v_b\sum_a|N_{ab}|^2=\sum_b v_b\,(N^\dagger N)_{bb}.
\]

Since \((AN)^\dagger(AN)=N^\dagger A^\dagger A N=N^\dagger N\), the sum is unchanged.

Conversely, assume invariance under every \(A\). Let \(E_{ab}\) be the block whose only non-zero entry is a 1 at \((a,b)\), so that \(S_V(E_{ab})=V_{ab}\). The matrix \(P\) that exchanges orbitals \(a\) and \(a'\) is unitary, and \(PE_{ab}=E_{a'b}\). Hence \(V_{a'b}=V_{ab}\).

**Rotating the second site.** Because \(|N_{ab}|=|(N^\dagger)_{ba}|\), we have \(S_V(N)=S_{V^T}(N^\dagger)\). Since \((NB^\dagger)^\dagger=BN^\dagger\), the previous result applies to \(V^T\): invariance holds exactly when \(V_{ab}\) does not depend on \(b\).

**Rotating both.** Setting \(B=1\), then \(A=1\), in the two-sided condition gives \(V_{ab}=V_{a'b}=V_{a'b'}\). Conversely, if all weights are equal, each of the two successive rotations leaves the sum unchanged.

**A common angle.** Take two orbitals per site, numbered 0 and 1, and let \(R\) be the rotation by \(\theta\), whose column 0 is \(u=(\cos\theta,\sin\theta)\). Then \((RE_{00}R^\dagger)_{ij}=u_iu_j\), and

\[
S_V(RE_{00}R^\dagger)=V_{00}\cos^4\theta+(V_{01}+V_{10})\cos^2\theta\sin^2\theta+V_{11}\sin^4\theta .
\]

For \(V_{00}=V_{11}=v\) and \(V_{01}=V_{10}=0\), this falls from \(v\) at \(\theta=0\) to \(v/2\) at \(\theta=\pi/4\). A fully occupied bonding orbital built with equal amplitudes from two orthonormal orbitals, one on each site, has the entry \(\tfrac12\) instead of 1, which multiplies both values by \(\tfrac14\).

## The sum and its behaviour under exchange of sites

In Lean 4 with Mathlib:

```lean
import Mathlib

open Matrix

namespace IntersiteHubbardV

noncomputable section

variable {m n : Type*} [Fintype m] [Fintype n]
```

The types `m` and `n` are the finite orbital sets of the first and second site. The sets may differ in size.

```lean
/-- The orbital-resolved intersite sum `∑ V_ab |N_ab|²` of a complex occupation block `N` between
two sites, with real weights `V`. -/
def pairSum (V : Matrix m n ℝ) (N : Matrix m n ℂ) : ℝ :=
  ∑ a, ∑ b, V a b * Complex.normSq (N a b)
```

`pairSum V N` is \(S_V(N)\), with `Complex.normSq` as the squared modulus. `N` is any complex matrix of the right shape and need not come from a density matrix. Spin, the prefactor and the other terms of the functional are left out.

```lean
/-- Exchanging the roles of the two sites, with transposed weights and the Hermitian
conjugate block, leaves the intersite sum unchanged. -/
theorem pairSum_conjTranspose (V : Matrix m n ℝ) (N : Matrix m n ℂ) :
    pairSum Vᵀ Nᴴ = pairSum V N := by
  unfold pairSum
  rw [Finset.sum_comm]
  refine Finset.sum_congr rfl fun a _ => Finset.sum_congr rfl fun b _ => ?_
  simp [Matrix.transpose_apply, Matrix.conjTranspose_apply]
```

This is \(S_{V^T}(N^\dagger)=S_V(N)\). The proof swaps the order of summation and compares terms.

```lean
variable [DecidableEq m] [DecidableEq n]

/-- A block with a single unit entry between orbitals `a` and `b` has intersite sum `V_ab`. -/
theorem pairSum_single (V : Matrix m n ℝ) (a : m) (b : n) :
    pairSum V (Matrix.single a b (1 : ℂ)) = V a b := by
  unfold pairSum
  refine (Finset.sum_eq_single a (fun i _ hi => ?_)
    (fun h => absurd (Finset.mem_univ _) h)).trans
    ((Finset.sum_eq_single b (fun j _ hj => ?_)
      (fun h => absurd (Finset.mem_univ _) h)).trans ?_)
  · simp [hi.symm]
  · simp [hj.symm]
  · simp
```

Here `Matrix.single a b 1` is \(E_{ab}\). Two uses of `Finset.sum_eq_single` reduce the double sum to its one surviving term.

## Unitary rotations and relabellings

```lean
omit [Fintype n] [DecidableEq n] in
/-- A unitary change of orbitals on the first site preserves the total squared modulus
of the block entries belonging to each orbital `b` of the second site. -/
theorem column_weight (A : Matrix m m ℂ) (hA : A ∈ Matrix.unitaryGroup m ℂ)
    (N : Matrix m n ℂ) (b : n) :
    ∑ a, Complex.normSq ((A * N) a b) = ∑ a, Complex.normSq (N a b) := by
  -- the column weights are the diagonal entries of the Gram matrix
  have gram : ∀ M : Matrix m n ℂ,
      (Mᴴ * M) b b = ((∑ a, Complex.normSq (M a b) : ℝ) : ℂ) := by
    intro M
    rw [Matrix.mul_apply, Complex.ofReal_sum]
    exact Finset.sum_congr rfl fun a _ => (Complex.normSq_eq_conj_mul_self).symm
  have hA' : Aᴴ * A = 1 := Matrix.mem_unitaryGroup_iff'.mp hA
  have h : (A * N)ᴴ * (A * N) = Nᴴ * N := by
    rw [Matrix.conjTranspose_mul, Matrix.mul_assoc, ← Matrix.mul_assoc Aᴴ, hA',
      Matrix.one_mul]
  apply Complex.ofReal_injective
  rw [← gram, ← gram, h]
```

The local statement `gram` identifies the column weight with \((M^\dagger M)_{bb}\), and `h` is the cancellation of \(A^\dagger A\). The equality is obtained in the complex numbers and carried back to the reals by injectivity.

```lean
/-- The matrix that relabels the orbitals of a site by a permutation. -/
def relabel (σ : Equiv.Perm m) : Matrix m m ℂ :=
  Matrix.of fun i j => if σ i = j then 1 else 0

omit [Fintype n] [DecidableEq n] in
/-- Relabelling the orbitals of the first site permutes the rows of the block. -/
theorem relabel_mul (σ : Equiv.Perm m) (N : Matrix m n ℂ) (i : m) (j : n) :
    (relabel σ * N) i j = N (σ i) j := by
  simp [relabel, Matrix.mul_apply]

/-- A relabelling of orbitals is a unitary change of basis. -/
theorem relabel_mem (σ : Equiv.Perm m) : relabel σ ∈ Matrix.unitaryGroup m ℂ := by
  rw [Matrix.mem_unitaryGroup_iff]
  ext i j
  rw [relabel_mul]
  rcases eq_or_ne i j with rfl | h
  · simp [relabel, Matrix.star_apply]
  · simp [relabel, Matrix.star_apply, h, h.symm]
```

With this convention, row `i` of the relabelled block is row `σ i` of the old one. Unitarity is checked entry by entry, on and off the diagonal. The exchange \(P\) is the case `Equiv.swap a a'`.

## Invariance for one site and for both

```lean
/-- The intersite sum is unchanged by all unitary rotations of the first site, for every
block, if and only if `V_ab` does not depend on the first-site orbital `a`. -/
theorem invariant_first_site_iff (V : Matrix m n ℝ) :
    (∀ N : Matrix m n ℂ, ∀ A ∈ Matrix.unitaryGroup m ℂ,
      pairSum V (A * N) = pairSum V N) ↔ ∀ a a' b, V a b = V a' b := by
  constructor
  · intro h a a' b
    -- exchange the orbitals a and a' in a block with a single entry
    have hs : relabel (Equiv.swap a a') * Matrix.single a b (1 : ℂ)
        = Matrix.single a' b (1 : ℂ) := by
      have ha : (Equiv.swap a a').symm a = a' := by
        rw [Equiv.symm_swap, Equiv.swap_apply_left]
      rw [← ha]
      ext i j
      rw [relabel_mul, ha, Matrix.single_apply, Matrix.single_apply]
      have hi : a = Equiv.swap a a' i ↔ a' = i := by
        rw [← Equiv.symm_apply_eq, ha]
      simp only [hi]
    have h1 := h (Matrix.single a b 1) _ (relabel_mem (Equiv.swap a a'))
    rw [hs, pairSum_single, pairSum_single] at h1
    exact h1.symm
  · intro h N A hA
    rcases isEmpty_or_nonempty m with hm | ⟨⟨a₀⟩⟩
    · simp [pairSum]
    · -- the sum depends on the block only through its column weights
      have key : ∀ M : Matrix m n ℂ,
          pairSum V M = ∑ b, V a₀ b * ∑ a, Complex.normSq (M a b) := by
        intro M
        unfold pairSum
        rw [Finset.sum_comm]
        refine Finset.sum_congr rfl fun b _ => ?_
        rw [Finset.mul_sum]
        exact Finset.sum_congr rfl fun a _ => by rw [h a a₀ b]
      rw [key, key]
      exact Finset.sum_congr rfl fun b _ => by rw [column_weight A hA]
```

In the forward direction, `hs` is \(PE_{ab}=E_{a'b}\), and `pairSum_single` reads off the two weights. In the other direction, a reference orbital `a₀` supplies \(v_b=V_{a_0b}\). The identity `key` writes the sum in terms of column weights, and `column_weight` finishes the argument. A site without orbitals is treated separately, since it offers no `a₀`.

```lean
/-- The intersite sum is unchanged by all unitary rotations of the second site, for every
block, if and only if `V_ab` does not depend on the second-site orbital `b`. -/
theorem invariant_second_site_iff (V : Matrix m n ℝ) :
    (∀ N : Matrix m n ℂ, ∀ B ∈ Matrix.unitaryGroup n ℂ,
      pairSum V (N * Bᴴ) = pairSum V N) ↔ ∀ a b b', V a b = V a b' := by
  have hL := invariant_first_site_iff Vᵀ
  constructor
  · intro h a b b'
    refine hL.mp (fun N B hB => ?_) b b' a
    have h1 := h Nᴴ B hB
    rwa [← pairSum_conjTranspose V (Nᴴ * Bᴴ), ← pairSum_conjTranspose V Nᴴ,
      Matrix.conjTranspose_mul, Matrix.conjTranspose_conjTranspose,
      Matrix.conjTranspose_conjTranspose] at h1
  · intro h N B hB
    rw [← pairSum_conjTranspose V (N * Bᴴ), ← pairSum_conjTranspose V N,
      Matrix.conjTranspose_mul, Matrix.conjTranspose_conjTranspose]
    exact hL.mpr (fun b b' a => h a b b') Nᴴ B hB
```

The first-site theorem is applied to `Vᵀ`, and `pairSum_conjTranspose` translates both sides of the invariance condition.

```lean
/-- The intersite sum is unchanged under `N ↦ A N Bᴴ`, for every complex block `N` and all unitary
`A` and `B`, if and only if all the weights `V_ab` are equal. -/
theorem invariant_iff_uniform (V : Matrix m n ℝ) :
    (∀ N : Matrix m n ℂ, ∀ A ∈ Matrix.unitaryGroup m ℂ, ∀ B ∈ Matrix.unitaryGroup n ℂ,
      pairSum V (A * N * Bᴴ) = pairSum V N) ↔ ∀ a b a' b', V a b = V a' b' := by
  constructor
  · intro h a b a' b'
    -- rotate one site at a time
    have h1 := (invariant_first_site_iff V).mp fun N A hA => by
      simpa using h N A hA 1 (one_mem _)
    have h2 := (invariant_second_site_iff V).mp fun N B hB => by
      simpa using h N 1 (one_mem _) B hB
    exact (h1 a a' b).trans (h2 a' b b')
  · intro h N A hA B hB
    rw [(invariant_second_site_iff V).mpr (fun a b b' => h a b a b') (A * N) B hB]
    exact (invariant_first_site_iff V).mpr (fun a a' b => h a b a' b) N A hA
```

This is the main claim. The identity matrix is inserted for one rotation at a time to obtain `h1` and `h2`, which are then chained; the converse removes \(B\) first and \(A\) second. The condition ranges over independent rotations of the two sites, so the theorem does not classify the weights that are invariant when both sites must turn together.

## Two orbitals per site turned by a common angle

```lean
/-- The rotation by the angle `θ` in the plane of two orbitals. -/
def planeRotation (θ : ℝ) : Matrix (Fin 2) (Fin 2) ℂ :=
  !![(Real.cos θ : ℂ), -(Real.sin θ : ℂ); (Real.sin θ : ℂ), (Real.cos θ : ℂ)]

/-- The rotation in the plane of two orbitals is unitary. -/
theorem planeRotation_mem (θ : ℝ) :
    planeRotation θ ∈ Matrix.unitaryGroup (Fin 2) ℂ := by
  have h := Real.sin_sq_add_cos_sq θ
  rw [Matrix.mem_unitaryGroup_iff]
  unfold planeRotation
  generalize Real.cos θ = c at h ⊢
  generalize Real.sin θ = s at h ⊢
  have hc : (s : ℂ) ^ 2 + (c : ℂ) ^ 2 = 1 := by exact_mod_cast h
  ext i j
  fin_cases i <;> fin_cases j <;>
    simp [Matrix.mul_apply, Matrix.star_apply, Fin.sum_univ_two] <;>
    first | linear_combination hc | ring
```

After cosine and sine are replaced by `c` and `s`, each entry of \(RR^\dagger=1\) follows from \(s^2+c^2=1\) or from algebra alone.

```lean
/-- When the axes of two sites with two orbitals each are turned by a common angle `θ`, a
block with a single unit entry between the first orbitals acquires this intersite sum. -/
theorem pairSum_common_rotation (V : Matrix (Fin 2) (Fin 2) ℝ) (θ : ℝ) :
    pairSum V (planeRotation θ * !![1, 0; 0, 0] * (planeRotation θ)ᴴ)
      = V 0 0 * Real.cos θ ^ 4 + (V 0 1 + V 1 0) * (Real.cos θ ^ 2 * Real.sin θ ^ 2)
        + V 1 1 * Real.sin θ ^ 4 := by
  unfold planeRotation
  generalize Real.cos θ = c
  generalize Real.sin θ = s
  simp [pairSum, Matrix.mul_apply, Fin.sum_univ_two]
  ring

end

end IntersiteHubbardV
```

The angle \(\theta\) is measured in the plane of the two orbitals. For \(p_x\) and \(p_y\) its size is that of the turn of the axes about \(z\); for \(d_{x^2-y^2}\) and \(d_{xy}\) it is twice as large. The matrix `!![1, 0; 0, 0]` is \(E_{00}\). Expanding the products gives the four squared entries \((u_iu_j)^2\), and `ring` collects them into the formula derived above.

```lean
#print axioms IntersiteHubbardV.invariant_iff_uniform
#print axioms IntersiteHubbardV.planeRotation_mem
#print axioms IntersiteHubbardV.pairSum_common_rotation
```

```
'IntersiteHubbardV.invariant_iff_uniform' depends on axioms: [propext, Classical.choice, Quot.sound]
'IntersiteHubbardV.planeRotation_mem' depends on axioms: [propext, Classical.choice, Quot.sound]
'IntersiteHubbardV.pairSum_common_rotation' depends on axioms: [propext, Classical.choice, Quot.sound]
```
